# To first order in time, a Pauli pulse cycle reduces any Hamiltonian of a qubit and a finite bath to half its partial trace over the qubit

## Do four Pauli-conjugated periods cancel every coupling?

A qubit interacts with surrounding spins, and I don't know the interaction. I let the whole system evolve for four short periods of length $t$, enclosing them between pairs of instantaneous pulses $P = 1, \sigma_x, \sigma_y, \sigma_z$ on the qubit. The claim is that, whatever the Hamiltonian $H$ of qubit and bath is, the cycle acts (with $\hbar=1$) as

$$\prod_P (P\otimes 1)\,e^{-itH}\,(P\otimes 1) = 1 - 2it\,(1\otimes B) + O(t^2),$$

where $B$ is the partial trace of $H$ over the qubit. The qubit then feels nothing at first order. Can this be made rigorous, with a proof that the error is $O(t^2)$, and checked by machine?

## Why only the partial trace survives

Yes, for a bath with a finite-dimensional state space. Write $Q = P\otimes 1$. Since $e^{-itH} = 1 - itH + O(t^2)$ and $Q^2 = 1$,

$$Q e^{-itH} Q = 1 - it\,QHQ + O(t^2).$$

First-order terms add in a product:

$$(1-itK)(1-itL) = 1 - it(K+L) - t^2KL.$$

The cycle is therefore $1 - it\sum_P QHQ + O(t^2)$. To find the sum, split $H$ into bath blocks labelled by the qubit indices. Conjugation by $1,\sigma_x,\sigma_y,\sigma_z$ gives, in order,

$$\begin{pmatrix}A&C\\D&E\end{pmatrix},\quad \begin{pmatrix}E&D\\C&A\end{pmatrix},\quad \begin{pmatrix}E&-D\\-C&A\end{pmatrix},\quad \begin{pmatrix}A&-C\\-D&E\end{pmatrix}.$$

The off-diagonal blocks cancel, and each diagonal block sums to $2(A+E) = 2B$. The sum is $2(1\otimes B)$, as claimed. Over the total time $4t$, the average Hamiltonian is $1\otimes B/2$.

Two consequences follow. If $K$ and $L$ both generate the same evolution to first order, then $t\|K-L\|\le ct^2$ for small $t>0$; dividing by $t$ and letting $t\to0$ gives $K=L$. Hence the cycle is $1+O(t^2)$ exactly when $B=0$. This is a statement about operators: if $B$ is a real number $b$ times the identity, the cycle is the global phase $e^{-2itb}$ up to $O(t^2)$, which no measurement sees. For

$$H = 1\otimes K+\sigma_x\otimes X+\sigma_y\otimes Y+\sigma_z\otimes Z,$$

with $K$ now the bath Hamiltonian, tracelessness of the Pauli matrices gives $B=2K$. The generator is $4(1\otimes K)$: the bath evolves for time $4t$ and the couplings drop out.

## What the Lean statements say

`H` is a complex matrix indexed by `Fin 2 × n`, with the qubit index first and `n` a finite set of bath states. It is constant in time and need not be Hermitian. `evolution H t` is $e^{-itH}$, `toggled P` places an operator between two pulses, and `partialTrace` is the unnormalised $B$. In `cycle`, the rightmost factor, with $\sigma_z$, acts first.

`HasGenerator F K` says that $F(t)-(1-itK)$ is bounded in norm by a constant times $t^2$ for real $t$ near zero. The norm in the code is the largest absolute row sum; since the matrices are finite, another norm, such as the spectral norm, changes only the constant. `universal_decoupling` states this bound for the cycle, `cycle_trivial_iff` gives the criterion $B=0$, and `spin_bath_decoupling` treats the spin-bath form.

The constant may depend on `H`. The pulses are perfect and take no time, and the statements concern a single cycle, not many repetitions over a fixed total time. Within this idealised finite model, the result is the first-order cancellation behind dynamical decoupling of a qubit with this four-Pauli cycle.

```lean
import Mathlib

open Matrix Asymptotics Filter
open scoped Kronecker Topology Matrix.Norms.Operator

namespace UniversalDecoupling

noncomputable section

variable {m n : Type*} [Fintype m] [DecidableEq m] [Fintype n] [DecidableEq n]

/-- The Pauli matrix `σx`. -/
def σx : Matrix (Fin 2) (Fin 2) ℂ := !![0, 1; 1, 0]

/-- The Pauli matrix `σy`. -/
def σy : Matrix (Fin 2) (Fin 2) ℂ := !![0, -Complex.I; Complex.I, 0]

/-- The Pauli matrix `σz`. -/
def σz : Matrix (Fin 2) (Fin 2) ℂ := !![1, 0; 0, -1]

/-- The propagator `exp(-itH)`. -/
def evolution (H : Matrix m m ℂ) (t : ℝ) : Matrix m m ℂ :=
  NormedSpace.exp ((-(Complex.I * (t : ℂ))) • H)

/-- The operator `X` between two qubit pulses: `(P ⊗ 1) X (P ⊗ 1)`. -/
def toggled (P : Matrix (Fin 2) (Fin 2) ℂ) (X : Matrix (Fin 2 × n) (Fin 2 × n) ℂ) :
    Matrix (Fin 2 × n) (Fin 2 × n) ℂ :=
  (P ⊗ₖ (1 : Matrix n n ℂ)) * X * (P ⊗ₖ (1 : Matrix n n ℂ))

/-- The partial trace over the qubit. -/
def partialTrace (H : Matrix (Fin 2 × n) (Fin 2 × n) ℂ) : Matrix n n ℂ :=
  Matrix.of fun a b => ∑ s, H (s, a) (s, b)

/-- The decoupling cycle: four periods of free evolution of length `t`, conjugated on the qubit by
`σz, σy, σx, 1`, in order of time. -/
def cycle (H : Matrix (Fin 2 × n) (Fin 2 × n) ℂ) (t : ℝ) : Matrix (Fin 2 × n) (Fin 2 × n) ℂ :=
  toggled 1 (evolution H t) * toggled σx (evolution H t) *
    toggled σy (evolution H t) * toggled σz (evolution H t)

/-- `K` generates `F` to first order: `F(t) = 1 - itK + O(t²)` as `t → 0`. -/
def HasGenerator (F : ℝ → Matrix m m ℂ) (K : Matrix m m ℂ) : Prop :=
  (fun t : ℝ => F t - (1 - (Complex.I * (t : ℂ)) • K)) =O[𝓝 0] fun t : ℝ => t ^ 2

/-- The propagator `exp(-itH)` is generated by `H` to first order. -/
theorem evolution_hasGenerator (H : Matrix m m ℂ) : HasGenerator (evolution H) H := by
  have : CompleteSpace (Matrix m m ℂ) := FiniteDimensional.complete ℂ _
  -- second-order remainder of the exponential series
  have h := (NormedSpace.exp_hasFPowerSeriesAt_zero (𝕂 := ℂ)
    (𝔸 := Matrix m m ℂ)).isBigO_sub_partialSum_pow 2
  have ht : Tendsto (fun t : ℝ => (-(Complex.I * (t : ℂ))) • H) (𝓝 0) (𝓝 0) := by
    have hc : Continuous (fun t : ℝ => (-(Complex.I * (t : ℂ))) • H) := by fun_prop
    simpa using hc.tendsto 0
  refine IsBigO.trans ((h.comp_tendsto ht).congr_left fun t => ?_)
    (IsBigO.of_bound (‖H‖ ^ 2) (Eventually.of_forall fun t => ?_))
  · simp [FormalMultilinearSeries.partialSum, Finset.sum_range_succ,
      NormedSpace.expSeries_apply_eq, evolution, sub_eq_add_neg]
    rfl
  · simp [norm_smul, mul_pow, mul_comm]

/-- First-order generators add when evolutions are applied one after the other. -/
theorem HasGenerator.mul {F G : ℝ → Matrix m m ℂ} {K L : Matrix m m ℂ}
    (hF : HasGenerator F K) (hG : HasGenerator G L) :
    HasGenerator (fun t => F t * G t) (K + L) := by
  unfold HasGenerator at *
  have lin (M : Matrix m m ℂ) : (fun t : ℝ => (1 : Matrix m m ℂ) - (Complex.I * (t : ℂ)) • M)
      =O[𝓝 0] fun _ : ℝ => (1 : ℝ) := by
    have hc : Continuous (fun t : ℝ => (1 : Matrix m m ℂ) - (Complex.I * (t : ℂ)) • M) := by
      fun_prop
    exact (hc.tendsto 0).isBigO_one ℝ
  have sq : (fun t : ℝ => t ^ 2) =O[𝓝 0] fun _ : ℝ => (1 : ℝ) :=
    ((continuous_pow 2).tendsto (0 : ℝ)).isBigO_one ℝ
  -- `G` stays bounded near `t = 0`
  have hGb : G =O[𝓝 0] fun _ : ℝ => (1 : ℝ) :=
    ((hG.trans sq).add (lin L)).congr_left fun t => sub_add_cancel _ _
  have h1 := hF.mul hGb
  have h2 := (lin K).mul hG
  simp only [mul_one] at h1
  simp only [one_mul] at h2
  have h3 : (fun t : ℝ => ((Complex.I * (t : ℂ)) ^ 2) • (K * L)) =O[𝓝 0]
      fun t : ℝ => t ^ 2 :=
    IsBigO.of_bound ‖K * L‖ (Eventually.of_forall fun t => by
      simp [norm_smul, mul_comm])
  refine ((h1.add h2).add h3).congr_left fun t => ?_
  simp only [sub_mul, mul_sub, smul_mul_assoc, mul_smul_comm, one_mul, mul_one]
  module

/-- Pulses `P` with `P² = 1` around an evolution conjugate its first-order generator. -/
theorem HasGenerator.toggled {F : ℝ → Matrix (Fin 2 × n) (Fin 2 × n) ℂ}
    {K : Matrix (Fin 2 × n) (Fin 2 × n) ℂ} (hF : HasGenerator F K)
    {P : Matrix (Fin 2) (Fin 2) ℂ} (hP : P * P = 1) :
    HasGenerator (fun t => toggled P (F t)) (toggled P K) := by
  unfold HasGenerator at *
  have hQ : (P ⊗ₖ (1 : Matrix n n ℂ)) * (P ⊗ₖ (1 : Matrix n n ℂ)) = 1 := by
    rw [← Matrix.mul_kronecker_mul, hP, one_mul, Matrix.one_kronecker_one]
  have hb : (fun _ : ℝ => P ⊗ₖ (1 : Matrix n n ℂ)) =O[𝓝 0] fun _ : ℝ => (1 : ℝ) :=
    isBigO_const_const _ one_ne_zero _
  have h := (hb.mul hF).mul hb
  simp only [one_mul, mul_one] at h
  refine h.congr_left fun t => ?_
  simp only [UniversalDecoupling.toggled, mul_sub, sub_mul, mul_one, mul_smul_comm,
    smul_mul_assoc, hQ]

/-- The first-order generator of an evolution is unique. -/
theorem HasGenerator.unique {F : ℝ → Matrix m m ℂ} {K L : Matrix m m ℂ}
    (hK : HasGenerator F K) (hL : HasGenerator F L) : K = L := by
  unfold HasGenerator at *
  have h : (fun t : ℝ => (Complex.I * (t : ℂ)) • (K - L)) =O[𝓝 0] fun t : ℝ => t ^ 2 :=
    (hK.sub hL).congr_left fun t => by module
  obtain ⟨c, hc⟩ := h.bound
  -- divide the bound by `t > 0` and let `t → 0`
  have hev : ∀ᶠ t : ℝ in 𝓝[>] 0, ‖K - L‖ ≤ c * t := by
    filter_upwards [hc.filter_mono nhdsWithin_le_nhds, self_mem_nhdsWithin] with t ht hpos
    have hp : 0 < t := hpos
    rw [norm_smul, norm_mul, Complex.norm_I, one_mul, Complex.norm_real, Real.norm_eq_abs,
      abs_of_pos hp, Real.norm_eq_abs, abs_of_pos (pow_pos hp 2)] at ht
    exact le_of_mul_le_mul_left (by linarith [ht, show t * (c * t) = c * t ^ 2 by ring]) hp
  have hlim : Tendsto (fun t : ℝ => c * t) (𝓝[>] 0) (𝓝 0) := by
    have hc' : Continuous (fun t : ℝ => c * t) := by fun_prop
    simpa using (hc'.tendsto 0).mono_left nhdsWithin_le_nhds
  exact sub_eq_zero.1 (norm_le_zero_iff.1 (ge_of_tendsto hlim hev))

/-- Summing `(P ⊗ 1) H (P ⊗ 1)` over `1, σx, σy, σz` gives `2 (1 ⊗ B)`, with `B` the partial
trace of `H` over the qubit. -/
theorem pauli_twirl (H : Matrix (Fin 2 × n) (Fin 2 × n) ℂ) :
    toggled 1 H + toggled σx H + toggled σy H + toggled σz H =
      (2 : ℂ) • ((1 : Matrix (Fin 2) (Fin 2) ℂ) ⊗ₖ partialTrace H) := by
  -- entries of a conjugated operator: the pulses act on the qubit indices only
  have entry (P : Matrix (Fin 2) (Fin 2) ℂ) (s r : Fin 2) (a b : n) :
      toggled P H (s, a) (r, b) =
        (P s 0 * H (0, a) (0, b) + P s 1 * H (1, a) (0, b)) * P 0 r +
        (P s 0 * H (0, a) (1, b) + P s 1 * H (1, a) (1, b)) * P 1 r := by
    simp [toggled, Matrix.mul_apply, Fintype.sum_prod_type, Matrix.one_apply,
      Fin.sum_univ_two]
  ext ⟨s, a⟩ ⟨r, b⟩
  simp only [Matrix.add_apply, entry]
  revert s r
  simp only [Fin.forall_fin_two]
  refine ⟨⟨?_, ?_⟩, ⟨?_, ?_⟩⟩ <;>
    simp [σx, σy, σz, partialTrace, Fin.sum_univ_two] <;>
    ring_nf <;> simp only [Complex.I_sq] <;> ring

/-- Universal decoupling: for every `H` the cycle equals `1 - 2it (1 ⊗ B)` up to `O(t²)`,
with `B` the partial trace of `H` over the qubit. -/
theorem universal_decoupling (H : Matrix (Fin 2 × n) (Fin 2 × n) ℂ) :
    (fun t : ℝ => cycle H t - (1 - (2 * Complex.I * (t : ℂ)) •
      ((1 : Matrix (Fin 2) (Fin 2) ℂ) ⊗ₖ partialTrace H))) =O[𝓝 0] fun t : ℝ => t ^ 2 := by
  have hx : σx * σx = 1 := by
    ext i j; fin_cases i <;> fin_cases j <;> simp [σx]
  have hy : σy * σy = 1 := by
    ext i j; fin_cases i <;> fin_cases j <;> simp [σy]
  have hz : σz * σz = 1 := by
    ext i j; fin_cases i <;> fin_cases j <;> simp [σz]
  have hU := evolution_hasGenerator H
  have h := (((hU.toggled (one_mul 1)).mul (hU.toggled hx)).mul (hU.toggled hy)).mul
    (hU.toggled hz)
  rw [pauli_twirl] at h
  unfold HasGenerator at h
  refine h.congr_left fun t => ?_
  rw [smul_smul, show Complex.I * (t : ℂ) * 2 = 2 * Complex.I * (t : ℂ) by ring]
  rfl

/-- The cycle is the identity up to `O(t²)` exactly when the partial trace of `H` over the
qubit vanishes. -/
theorem cycle_trivial_iff (H : Matrix (Fin 2 × n) (Fin 2 × n) ℂ) :
    ((fun t : ℝ => cycle H t - 1) =O[𝓝 0] fun t : ℝ => t ^ 2) ↔ partialTrace H = 0 := by
  have hmain := universal_decoupling H
  constructor
  · intro h
    have h0 : HasGenerator (cycle H) 0 := h.congr_left fun t => by simp
    have h1 : HasGenerator (cycle H)
        ((2 : ℂ) • ((1 : Matrix (Fin 2) (Fin 2) ℂ) ⊗ₖ partialTrace H)) :=
      hmain.congr_left fun t => by module
    have h2 := h1.unique h0
    ext a b
    simpa using congrFun (congrFun h2 (0, a)) (0, b)
  · intro hB
    refine hmain.congr_left fun t => ?_
    rw [hB, Matrix.kronecker_zero, smul_zero, sub_zero]

/-- For a qubit coupled to a bath by `σx ⊗ X + σy ⊗ Y + σz ⊗ Z`, with bath Hamiltonian `K`,
the cycle is generated to first order by `4 (1 ⊗ K)`. -/
theorem spin_bath_decoupling (K X Y Z : Matrix n n ℂ) :
    HasGenerator (cycle ((1 : Matrix (Fin 2) (Fin 2) ℂ) ⊗ₖ K + σx ⊗ₖ X + σy ⊗ₖ Y + σz ⊗ₖ Z))
      ((4 : ℂ) • ((1 : Matrix (Fin 2) (Fin 2) ℂ) ⊗ₖ K)) := by
  -- the Pauli matrices are traceless, so only the bath term survives
  have hB : partialTrace ((1 : Matrix (Fin 2) (Fin 2) ℂ) ⊗ₖ K + σx ⊗ₖ X + σy ⊗ₖ Y + σz ⊗ₖ Z)
      = (2 : ℂ) • K := by
    ext a b
    simp [partialTrace, σx, σy, σz, Fin.sum_univ_two]
    ring
  have h := universal_decoupling
    ((1 : Matrix (Fin 2) (Fin 2) ℂ) ⊗ₖ K + σx ⊗ₖ X + σy ⊗ₖ Y + σz ⊗ₖ Z)
  rw [hB, Matrix.kronecker_smul] at h
  exact h.congr_left fun t => by module

end

end UniversalDecoupling
```

```lean
#print axioms UniversalDecoupling.cycle_trivial_iff
-- 'UniversalDecoupling.cycle_trivial_iff' depends on axioms: [propext, Classical.choice, Quot.sound]
#print axioms UniversalDecoupling.spin_bath_decoupling
-- 'UniversalDecoupling.spin_bath_decoupling' depends on axioms: [propext, Classical.choice, Quot.sound]
```

## How the proof follows the calculation

`evolution_hasGenerator` takes the second-order remainder of the exponential series and inserts $-itH$, whose squared norm is $t^2\|H\|^2$.

`HasGenerator.mul` makes the product rule precise. With $F_1=1-itK$ and $G_1=1-itL$, it uses

$$FG-(1-it(K+L)) = (F-F_1)G+F_1(G-G_1)+(it)^2KL.$$

Each term is $O(t^2)$ because $G$ and $F_1$ stay bounded near zero; `module` finishes the algebra.

`HasGenerator.toggled` conjugates the generator. Its hypothesis `P * P = 1` says that the second pulse undoes the first, and the main proof checks it for each Pauli matrix.

`pauli_twirl` is the block calculation: `entry` expands a conjugated matrix element, and the four pairs of qubit indices are then simplified separately. `universal_decoupling` chains these lemmas.

`HasGenerator.unique` carries out the division by $t>0$ and the limit. `cycle_trivial_iff` uses it to compare the generator $2(1\otimes B)$ with zero, then reads off the entries of $B$. `spin_bath_decoupling` computes $B=2K$ and substitutes it into the main theorem.
